# A polynomial perturbation of the oscillator ground state has exactly one polynomial-times-Gaussian response with its prefactor zero at the origin

Without a condition on the response, such as decay at infinity, the Sternheimer equation of the harmonic oscillator does not determine the first-order energy. Take $\hbar=m=\omega=1$, the ground state $\varphi(x)=e^{-x^2/2}$ with energy $1/2$, and a perturbation $p(x)$. The first-order equation is

$$-\tfrac12u''+\tfrac12(x^2-1)u=-(p-c)\varphi ,$$

where $u$ is the response and $c$ the first-order energy. As an ordinary differential equation it has solutions for every value of $c$, most of them growing at infinity. If $p$ is a polynomial and $u=q\varphi$ with $q$ a polynomial and $q(0)=0$, both $c$ and $q$ are fixed.

Here $\varphi$ is unnormalised; for the normalised state $\pi^{-1/4}\varphi$ the response is $\pi^{-1/4}u$, with the same $c$.

```lean
import Mathlib

open Polynomial

namespace OscillatorSternheimer

noncomputable section
```

With $\varphi'=-x\varphi$, two differentiations give

$$u'=(q'-xq)\varphi,\qquad u''=\bigl(q''-2xq'+(x^2-1)q\bigr)\varphi .$$

The terms in $(x^2-1)q$ cancel in the equation, and dividing by $-\varphi$ leaves

$$Lq:=\tfrac12q''-xq'=p-c .$$

In Lean, `reducedOp` is $L$, acting on real polynomials, the type `ℝ[X]`.

```lean
/-- The operator `q ↦ q''/2 - x q'` on real polynomials. -/
def reducedOp (q : ℝ[X]) : ℝ[X] :=
  C (1 / 2) * derivative (derivative q) - X * derivative q
```

The function $u=q\varphi$ is `dressed q`.

```lean
/-- The polynomial `q` multiplied by the Gaussian `exp(-x²/2)`. -/
def dressed (q : ℝ[X]) (x : ℝ) : ℝ := q.eval x * Real.exp (-x ^ 2 / 2)
```

The left side of the Sternheimer equation is `shiftedHamiltonian`, written with derivatives of functions on the real line.

```lean
/-- The oscillator Hamiltonian minus `1/2`, applied to `u`: `-u''/2 + (x² - 1)u/2`. -/
def shiftedHamiltonian (u : ℝ → ℝ) (x : ℝ) : ℝ :=
  -(deriv (deriv u) x) / 2 + (x ^ 2 - 1) / 2 * u x
```

## The perturbation is a polynomial

Physically, $p$ is a finite sum of powers of $x$ with real coefficients, such as the linear potential $x$ of a uniform field or the anharmonic term $x^4$. The derivation uses this to treat one power at a time. Since

$$Lx^{n+2}=\tfrac{(n+2)(n+1)}2x^n-(n+2)x^{n+2},$$

a solution $Lq_n=x^n-c_n$ yields one two degrees higher:

$$q_{n+2}=-\frac{x^{n+2}}{n+2}+\frac{n+1}2q_n,\qquad c_{n+2}=\frac{n+1}2c_n .$$

The recursion starts from $q_0=0$, $c_0=1$ and $q_1=-x$, $c_1=0$. For $p=x^2$ it gives $q=-x^2/2$ and $c=1/2$. Linearity of $L$ then covers every polynomial.

The proof of `exists_monomial` has the same two starting cases and the same step. It evaluates both sides at $x$, and `linear_combination` checks the remaining algebra.

```lean
/-- For every natural number `n` there are a constant `c` and a real polynomial `q` with `q(0) = 0`
and `q''/2 - x q' = x^n - c`. -/
theorem exists_monomial : ∀ n : ℕ, ∃ (c : ℝ) (q : ℝ[X]),
    q.eval 0 = 0 ∧ reducedOp q = X ^ n - C c
  | 0 => ⟨1, 0, by simp, by simp [reducedOp]⟩
  | 1 => ⟨0, -X, by simp, by simp [reducedOp]⟩
  | n + 2 => by
    obtain ⟨c, q, h0, h⟩ := exists_monomial n
    have ha : ((n : ℝ) + 2)⁻¹ * ((n : ℝ) + 2) = 1 := inv_mul_cancel₀ (by positivity)
    -- remove the leading power, then use the solution two degrees below
    refine ⟨((n : ℝ) + 1) / 2 * c,
      C (-((n : ℝ) + 2)⁻¹) * X ^ (n + 2) + C (((n : ℝ) + 1) / 2) * q, by simp [h0], ?_⟩
    apply Polynomial.funext
    intro x
    have hx := congrArg (eval x) h
    simp only [reducedOp, eval_sub, eval_mul, eval_C, eval_X, eval_pow] at hx
    simp only [reducedOp, derivative_add, derivative_C_mul, derivative_X_pow,
      show n + 2 - 1 = n + 1 from rfl, show n + 1 - 1 = n from rfl,
      eval_add, eval_sub, eval_mul, eval_C, eval_X, eval_pow]
    push_cast
    linear_combination (((n : ℝ) + 1) / 2) * hx
      + (x ^ (n + 2) - ((n : ℝ) + 1) / 2 * x ^ n) * ha
```

Without this hypothesis existence fails in the chosen form: $Lq$ is a polynomial whenever $q$ is, so a perturbation such as $\cos x$ has no polynomial $q$.

## The response is a polynomial times the Gaussian

This condition makes $u$ decay at infinity, as the response of a bound state should. By hand it enters through the degree. Suppose $Lq=a$ is constant and $r=q'$ is not zero, with degree $k$ and leading coefficient $r_k$. The coefficient of $x^{k+1}$ in $\tfrac12r'-xr$ is $-r_k\neq0$, while in the constant $a$ it is zero. Hence $q'=0$.

`derivative_eq_zero` makes this comparison: `h1` equates the coefficients, and `h2` shows that the second derivative contributes nothing.

```lean
/-- If `q''/2 - x q'` is a constant, then `q' = 0`. -/
theorem derivative_eq_zero {q : ℝ[X]} {a : ℝ} (h : reducedOp q = C a) :
    derivative q = 0 := by
  by_contra hr
  -- compare coefficients one degree above the degree of q'
  have h1 := congrArg (fun r => coeff r ((derivative q).natDegree + 1)) h
  simp only [reducedOp, coeff_sub, coeff_C_mul, coeff_X_mul, coeff_C_succ] at h1
  have h3 : (derivative q).coeff ((derivative q).natDegree + 1 + 1) = 0 :=
    coeff_eq_zero_of_natDegree_lt (by omega)
  have h2 : (derivative (derivative q)).coeff ((derivative q).natDegree + 1) = 0 := by
    rw [coeff_derivative, h3, zero_mul]
  rw [h2] at h1
  apply leadingCoeff_ne_zero.mpr hr
  change (derivative q).coeff (derivative q).natDegree = 0
  linarith
```

If $q$ may be any smooth function, $q(x)=\int_0^xe^{t^2}dt$ satisfies $Lq=0$ and $q(0)=0$ without being zero. The corresponding $u$ grows at infinity and is not normalisable.

## The polynomial vanishes at the origin

The condition $q(0)=0$ fixes how much of the ground state is mixed into the response. It differs in general from the usual choice $\langle\varphi|u\rangle=0$, which is reached by subtracting from $q$ its mean over the density $e^{-x^2}/\sqrt\pi$.

If $(c,q)$ and $(d,s)$ both solve the reduced equation, then $L(s-q)=c-d$. The degree argument gives $(s-q)'=0$, so $c=d$ and $s-q$ is a constant, which is zero because it vanishes at the origin. In `existsUnique_reduced` these steps are `hd`, `hz`, `hcd` and `hv`. The first half of the proof assembles existence from sums and monomials.

```lean
/-- For every real polynomial `p` there is exactly one pair of a constant `c` and a polynomial
`q` with `q(0) = 0` and `q''/2 - x q' = p - c`. -/
theorem existsUnique_reduced (p : ℝ[X]) :
    ∃! s : ℝ × ℝ[X], s.2.eval 0 = 0 ∧ reducedOp s.2 = p - C s.1 := by
  have hex : ∃ (c : ℝ) (q : ℝ[X]), q.eval 0 = 0 ∧ reducedOp q = p - C c := by
    refine Polynomial.induction_on' p ?_ ?_
    · rintro p r ⟨c, q, h0, h⟩ ⟨d, s, k0, k⟩
      refine ⟨c + d, q + s, by simp [h0, k0], ?_⟩
      unfold reducedOp at h k ⊢
      simp only [derivative_add, C_add]
      linear_combination h + k
    · intro n a
      obtain ⟨c, q, h0, h⟩ := exists_monomial n
      refine ⟨a * c, C a * q, by simp [h0], ?_⟩
      rw [← C_mul_X_pow_eq_monomial]
      unfold reducedOp at h ⊢
      simp only [derivative_C_mul, C_mul]
      linear_combination C a * h
  obtain ⟨c, q, h0, h⟩ := hex
  refine ⟨(c, q), ⟨h0, h⟩, ?_⟩
  rintro ⟨d, s⟩ ⟨k0, k⟩
  dsimp only at k0 k
  -- the difference of two solutions is a constant polynomial vanishing at 0
  have hd : reducedOp (s - q) = C (c - d) := by
    unfold reducedOp at h k ⊢
    simp only [derivative_sub, C_sub]
    linear_combination k - h
  have hz := derivative_eq_zero hd
  have hcd : c - d = 0 := by
    rw [reducedOp, hz, derivative_zero, mul_zero, mul_zero, sub_zero] at hd
    exact C_eq_zero.mp hd.symm
  have hc := eq_C_of_natDegree_eq_zero (Polynomial.derivative_eq_zero.mp hz)
  have hv : (s - q).coeff 0 = 0 := by
    rw [coeff_zero_eq_eval_zero, eval_sub, k0, h0, sub_zero]
  rw [hv, C_0] at hc
  exact Prod.ext (by change d = c; linarith) (sub_eq_zero.mp hc)
```

Without the condition, any constant may be added to $q$, that is, any multiple of $\varphi$ to $u$; $c$ remains unique.

## The equation holds at every point

The Sternheimer equation is required on the whole line, with no boundary or grid. The derivation uses this when it passes from values to an identity of polynomials. The derivative rule comes first.

```lean
/-- The derivative of `q exp(-x²/2)` is `(q' - x q) exp(-x²/2)`. -/
theorem hasDerivAt_dressed (q : ℝ[X]) (x : ℝ) :
    HasDerivAt (dressed q) (dressed (derivative q - X * q) x) x := by
  have h1 : HasDerivAt (fun y : ℝ => -y ^ 2 / 2) (-x) x :=
    ((hasDerivAt_pow 2 x).fun_neg.div_const 2).congr_deriv (by norm_num; ring)
  exact ((q.hasDerivAt x).fun_mul h1.exp).congr_deriv (by
    simp only [dressed, eval_sub, eval_mul, eval_X]; ring)
```

In `sternheimer_iff`, `key` is the cancellation that turns the Hamiltonian into $-L$. The Gaussian is then divided out, since it is never zero.

The proof turns on `Polynomial.funext`. In Mathlib a polynomial is a list of coefficients, not a function, and over a finite field two different polynomials can take the same values everywhere. Over the infinite field $\mathbb R$ they cannot, and `Polynomial.funext` turns equality at every `x` into equality in `ℝ[X]`, where degrees can be compared.

```lean
/-- The function `u = q exp(-x²/2)` solves `-u''/2 + (x² - 1)u/2 = -(p - c) exp(-x²/2)` on the
whole line if and only if `q''/2 - x q' = p - c`. -/
theorem sternheimer_iff (p q : ℝ[X]) (c : ℝ) :
    (∀ x, shiftedHamiltonian (dressed q) x = -((p.eval x - c) * Real.exp (-x ^ 2 / 2))) ↔
      reducedOp q = p - C c := by
  have hder : ∀ r : ℝ[X], deriv (dressed r) = dressed (derivative r - X * r) :=
    fun r => _root_.funext fun x => (hasDerivAt_dressed r x).deriv
  -- the Gaussian factor turns the Hamiltonian into the reduced operator
  have key : ∀ x, shiftedHamiltonian (dressed q) x = -dressed (reducedOp q) x := by
    intro x
    rw [shiftedHamiltonian, hder, hder]
    simp only [dressed, reducedOp, derivative_sub, derivative_mul, derivative_X,
      eval_add, eval_sub, eval_mul, eval_X, eval_C, eval_one]
    ring
  constructor
  · intro h
    apply Polynomial.funext
    intro x
    have hx := h x
    rw [key, dressed] at hx
    apply mul_right_cancel₀ (Real.exp_pos (-x ^ 2 / 2)).ne'
    rw [eval_sub, eval_C]
    linear_combination -hx
  · intro h x
    simp only [key, dressed, h, eval_sub, eval_C]
```

Equality at finitely many points would not determine $q$ and $c$ if the degree is left free.

The equivalence carries uniqueness over to the differential equation. In `existsUnique_response`, `∃!` means "exactly one", `s.1` is $c$ and `s.2` is $q$.

```lean
/-- For every polynomial perturbation `p` there is exactly one pair of a constant `c` and a
polynomial `q` with `q(0) = 0` such that `u = q exp(-x²/2)` solves the Sternheimer equation
`-u''/2 + (x² - 1)u/2 = -(p - c) exp(-x²/2)`. -/
theorem existsUnique_response (p : ℝ[X]) :
    ∃! s : ℝ × ℝ[X], s.2.eval 0 = 0 ∧ ∀ x, shiftedHamiltonian (dressed s.2) x =
      -((p.eval x - s.1) * Real.exp (-x ^ 2 / 2)) := by
  simpa only [sternheimer_iff] using existsUnique_reduced p
```

## The constant is the mean of the perturbation

The last theorem assumes that $q\varphi$, with $q$ a polynomial, solves the equation with constant $c$; it does not need $q(0)=0$. From $Lq=p-c$,

$$\bigl(q'e^{-x^2}\bigr)'=(q''-2xq')e^{-x^2}=2(p-c)e^{-x^2}.$$

The left side integrates to zero because $q'e^{-x^2}$ vanishes at both ends. With $\int e^{-x^2}dx=\sqrt\pi$,

$$c=\frac1{\sqrt\pi}\int_{-\infty}^{\infty}p(x)\,e^{-x^2}dx ,$$

the expectation value of $p$ in the normalised ground state. Lean needs both the function and its derivative to be integrable, which the next lemma supplies.

```lean
/-- A polynomial times the Gaussian `exp(-x²)` is integrable on the line. -/
theorem integrable_gaussian (p : ℝ[X]) :
    MeasureTheory.Integrable (fun x : ℝ => p.eval x * Real.exp (-x ^ 2)) := by
  refine Polynomial.induction_on' p ?_ ?_
  · intro p r hp hr
    refine (hp.add hr).congr (Filter.Eventually.of_forall fun x => ?_)
    simp [add_mul]
  · intro n a
    have h := (integrable_rpow_mul_exp_neg_mul_sq (b := 1) one_pos (s := (n : ℝ))
      (by linarith [Nat.cast_nonneg (α := ℝ) n])).const_mul a
    refine h.congr (Filter.Eventually.of_forall fun x => ?_)
    simp [eval_monomial, Real.rpow_natCast, mul_assoc]
```

In `constant_eq_mean`, `hd` is the derivative identity and `h0` the vanishing integral.

```lean
/-- If `u = q exp(-x²/2)`, with `q` a polynomial, solves the Sternheimer equation `-u''/2 + (x² -
1)u/2 = -(p - c) exp(-x²/2)` for a polynomial `p`, then `c` is the mean of `p` over the normalised
density `exp(-x²)/√π`. -/
theorem constant_eq_mean (p q : ℝ[X]) (c : ℝ)
    (h : ∀ x, shiftedHamiltonian (dressed q) x =
      -((p.eval x - c) * Real.exp (-x ^ 2 / 2))) :
    c = (∫ x : ℝ, p.eval x * Real.exp (-x ^ 2)) / √Real.pi := by
  have hq := (sternheimer_iff p q c).mp h
  -- 2 (p - c) exp(-x²) is the derivative of q' exp(-x²)
  have hd : ∀ x : ℝ, HasDerivAt (fun y : ℝ => (derivative q).eval y * Real.exp (-y ^ 2))
      ((C 2 * (p - C c)).eval x * Real.exp (-x ^ 2)) x := by
    intro x
    have h1 : HasDerivAt (fun y : ℝ => -y ^ 2) (-(2 * x)) x :=
      (hasDerivAt_pow 2 x).fun_neg.congr_deriv (by norm_num)
    have hx := congrArg (eval x) hq
    simp only [reducedOp, eval_sub, eval_mul, eval_C, eval_X] at hx
    refine (((derivative q).hasDerivAt x).fun_mul h1.exp).congr_deriv ?_
    simp only [eval_sub, eval_mul, eval_C]
    linear_combination 2 * Real.exp (-x ^ 2) * hx
  have h0 := MeasureTheory.integral_eq_zero_of_hasDerivAt_of_integrable hd
    (integrable_gaussian _) (integrable_gaussian _)
  have hexp : MeasureTheory.Integrable (fun x : ℝ => Real.exp (-x ^ 2)) := by
    simpa using integrable_gaussian 1
  have hg : ∫ x : ℝ, Real.exp (-x ^ 2) = √Real.pi := by
    simpa using integral_gaussian 1
  have e1 : ∫ x : ℝ, p.eval x * Real.exp (-x ^ 2) =
      ∫ x : ℝ, (1 / 2 * ((C 2 * (p - C c)).eval x * Real.exp (-x ^ 2))
        + c * Real.exp (-x ^ 2)) := by
    refine MeasureTheory.integral_congr_ae (Filter.Eventually.of_forall fun x => ?_)
    simp only [eval_sub, eval_mul, eval_C]
    ring
  rw [eq_div_iff (Real.sqrt_pos.mpr Real.pi_pos).ne', e1,
    MeasureTheory.integral_add ((integrable_gaussian (C 2 * (p - C c))).const_mul (1 / 2))
      (hexp.const_mul c),
    MeasureTheory.integral_const_mul, MeasureTheory.integral_const_mul, h0, hg]
  ring

end

end OscillatorSternheimer
```

```lean
#print axioms OscillatorSternheimer.existsUnique_response
#print axioms OscillatorSternheimer.constant_eq_mean
```

```
'OscillatorSternheimer.existsUnique_response' depends on axioms: [propext, Classical.choice, Quot.sound]
'OscillatorSternheimer.constant_eq_mean' depends on axioms: [propext, Classical.choice, Quot.sound]
```

The theorems concern the first-order equation, not the exact eigenvalues of the perturbed Hamiltonian: for $p=x^3$ the equation is solvable, although the perturbed potential is unbounded below. Density-functional perturbation theory solves Sternheimer equations for occupied orbitals; this one-particle, one-dimensional case without self-consistency supplies exact solutions against which a numerical solver can be compared.
